# For positive in-plane permittivity a and normal permittivity b, averaging to (2a+b)/3 lowers a substrate's electrostatic reflection amplitude exactly when a < b < 4a

A molecule sits above a thick layered crystal, and I want its van der Waals attraction to the surface. The crystal polarises differently along the layers (permittivity $a$) and across them (permittivity $b$), but my code accepts only one number for the substrate. I have been giving it a third of the trace of the dielectric tensor, $(2a+b)/3$. Does this make the substrate respond too weakly or too strongly? And is there one isotropic permittivity that gets the response right?

## The surface responds through √(ab)

It can go either way. The average gives too weak a response when $a<b<4a$, the right one when $b=a$ or $b=4a$, and too strong a one otherwise. Layered crystals often have $b<a$, and then your average overestimates. The isotropic permittivity with the correct response is $\sqrt{ab}$.

Let the substrate fill $z\le 0$, with vacuum above, and take one lateral Fourier component of the potential, proportional to $\cos(qx)$ with $q>0$. In the vacuum its profile is $e^{qz}-r\,e^{-qz}$: the potential of distant sources plus the surface's reply, whose size is the reflection amplitude $r$. In the substrate call the profile $f(z)$ and its slope $g(z)=f'(z)$. Without free charge, Gauss's law reads
$$(b\,g)'=a\,q^2 f .$$

Put $\kappa=q\sqrt{a/b}$, so that $b\kappa^2=aq^2$ and $b\kappa=q\sqrt{ab}$. For $\sigma=\kappa$ or $\sigma=-\kappa$,
$$\frac{d}{dz}\Big[(b g-b\sigma f)e^{\sigma z}\Big]=(aq^2f-b\sigma g+b\sigma g-b\sigma^2 f)\,e^{\sigma z}=0 .$$
Each bracket therefore keeps its surface value. With $c=b g(0)-b\kappa f(0)$ and $d=b g(0)+b\kappa f(0)$,
$$b g-b\kappa f=c\,e^{-\kappa z},\qquad b g+b\kappa f=d\,e^{\kappa z},$$
and subtracting gives
$$2b\kappa f(z)=d\,e^{\kappa z}-c\,e^{-\kappa z}.$$
The last term grows without limit as $z\to-\infty$. A potential that stays bounded in the depth needs $c=0$, hence
$$f(z)=f(0)\,e^{\kappa z},\qquad b\,g(0)=q\sqrt{ab}\,f(0).$$

At $z=0$ the potential is continuous, $f(0)=1-r$, and so is the normal displacement, $b\,g(0)=q(1+r)$. Therefore
$$1+r=\sqrt{ab}\,(1-r),\qquad r=\frac{\sqrt{ab}-1}{\sqrt{ab}+1}.$$
Conversely, with this $r$ the profile $(1-r)e^{\kappa z}$ meets all the conditions.

An isotropic substrate of permittivity $\varepsilon>0$ has $\sqrt{\varepsilon\varepsilon}=\varepsilon$ and amplitude $(\varepsilon-1)/(\varepsilon+1)=1-2/(\varepsilon+1)$, which increases strictly with $\varepsilon$. So it agrees with the layered substrate only for $\varepsilon=\sqrt{ab}$, and the average gives a smaller amplitude exactly when $(2a+b)/3<\sqrt{ab}$. Both sides are positive, so we may square:
$$(2a+b)^2<9ab\iff 4a^2-5ab+b^2<0\iff (b-a)(b-4a)<0\iff a<b<4a .$$
Equality holds when one of the two factors vanishes.

For numbers, take $a=2$ and $b=4.5$. Then $\sqrt{ab}=3$ and $r=1/2$, while the average $17/6$ gives $11/23\approx0.478$, which is too small. Exchange the two values, $a=4.5$ and $b=2$: the amplitude is still $1/2$, but the average is now $11/3$ and gives $4/7\approx0.571$, which is too large.

The same matching works if a liquid of permittivity $\varepsilon_m>0$ replaces the vacuum. The displacement condition gains a factor $\varepsilon_m$, so $r=(\sqrt{ab}-\varepsilon_m)/(\sqrt{ab}+\varepsilon_m)$. This still increases with $\sqrt{ab}$, so the average lowers $r$ in the same window $a<b<4a$. But if $\varepsilon_m>\sqrt{ab}$, then $r$ is negative, and lowering it makes the response stronger, not weaker.

For the non-retarded attraction of an atom to a semi-infinite substrate with local response, $r$ at imaginary frequency multiplies the atom's polarizability under the frequency integral, so the comparison applies at each frequency separately. If $b/a$ enters and leaves the window as the frequency changes, the errors partly cancel, and the sign of the total error needs the integral.

In the Lean file below, `SubstrateMode a b q f g` describes the substrate potential. Its fields say that `g` is the slope of `f`, that Gauss's law holds and that `f` is bounded, all on `Iic 0`, the half-line $z\le0$; at the surface the derivatives are one-sided. The exponential form is not assumed. Boundedness stands for the absence of sources deep in the substrate. With no condition in the depth at all, $f(0)$ and $g(0)$ could be chosen freely and every $r$ would match.

`vacuumPotential` fixes the sign convention: a positive $r$ is an attractive image response. `Reflects a b q r` says that some substrate potential satisfies both matching conditions, and `imageFactor` is $(\varepsilon-1)/(\varepsilon+1)$. Permittivities are relative to vacuum. The theorems need only $a,b,q>0$, and "underestimates" compares signed amplitudes; for $a,b>1$ both amplitudes are positive, so it compares strengths as well.

`reflects_iff` gives the formula for $r$, and with it exactly one amplitude for each substrate. `isotropic_equivalent` singles out $\sqrt{ab}$. In `average_underestimates_iff`, `r` belongs to the layered substrate and `r'` to the averaged one, and `average_exact_iff` settles equality. The model is a sharp, flat surface of a homogeneous, infinitely thick medium with real permittivities that do not depend on $q$. Retardation, thin films and the atomic structure of the layers are left out, as is the frequency integral.

```lean
import Mathlib

open Set

namespace LayeredSubstrate

noncomputable section

/-- A potential `f(z) cos(qx)` in a substrate filling `z ≤ 0`, with in-plane permittivity `a` and
normal permittivity `b`: `g` is the slope of `f`, Gauss's law holds without free charge, and `f`
is bounded. -/
structure SubstrateMode (a b q : ℝ) (f g : ℝ → ℝ) : Prop where
  slope : ∀ z ∈ Iic (0 : ℝ), HasDerivWithinAt f (g z) (Iic 0) z
  gauss : ∀ z ∈ Iic (0 : ℝ), HasDerivWithinAt (fun y => b * g y) (a * q ^ 2 * f z) (Iic 0) z
  bounded : ∃ M, ∀ z ∈ Iic (0 : ℝ), |f z| ≤ M

/-- The vacuum potential above the substrate: an external part `exp(qz)` and a reflected part
`-r exp(-qz)`. -/
def vacuumPotential (q r z : ℝ) : ℝ := Real.exp (q * z) - r * Real.exp (-q * z)

/-- The substrate reflects with amplitude `r` at wavenumber `q`: some substrate potential matches
the vacuum potential and its normal displacement at the surface `z = 0`. -/
def Reflects (a b q r : ℝ) : Prop :=
  ∃ f g : ℝ → ℝ, SubstrateMode a b q f g ∧ f 0 = vacuumPotential q r 0 ∧
    b * g 0 = deriv (vacuumPotential q r) 0

/-- The reflection factor `(ε - 1)/(ε + 1)` of a permittivity `ε ≠ -1`. -/
def imageFactor (ε : ℝ) : ℝ := (ε - 1) / (ε + 1)

/-- The exponential `exp(sz)` has slope `s exp(sz)`. -/
theorem hasDerivAt_expWave (s x : ℝ) :
    HasDerivAt (fun z => Real.exp (s * z)) (s * Real.exp (s * x)) x :=
  (((hasDerivAt_id' x).const_mul s).exp).congr_deriv (by ring)

/-- If `b σ² = a q²`, Gauss's law conserves `(b g - b σ f) exp(σz)` throughout the substrate. -/
theorem first_integral {a b q σ : ℝ} {f g : ℝ → ℝ} (h : SubstrateMode a b q f g)
    (hσ : b * σ ^ 2 = a * q ^ 2) {z : ℝ} (hz : z ∈ Iic (0 : ℝ)) :
    (b * g z - b * σ * f z) * Real.exp (σ * z) = b * g 0 - b * σ * f 0 := by
  have hd : ∀ x ∈ Iic (0 : ℝ), HasDerivWithinAt
      (fun y => (b * g y - b * σ * f y) * Real.exp (σ * y)) 0 (Iic 0) x := by
    intro x hx
    have hp : HasDerivWithinAt (fun y => (b * g y - b * σ * f y) * Real.exp (σ * y))
        ((a * q ^ 2 * f x - b * σ * g x) * Real.exp (σ * x)
          + (b * g x - b * σ * f x) * (σ * Real.exp (σ * x))) (Iic 0) x :=
      ((h.gauss x hx).sub ((h.slope x hx).const_mul (b * σ))).mul
        (hasDerivAt_expWave σ x).hasDerivWithinAt
    exact hp.congr_deriv (by linear_combination (-(f x * Real.exp (σ * x))) * hσ)
  -- a function with zero slope on a half-line is constant
  have hn := Convex.norm_image_sub_le_of_norm_hasDerivWithin_le (f' := fun _ => (0 : ℝ)) (C := 0)
    hd (fun x _ => by simp) (convex_Iic 0) (mem_Iic.2 le_rfl) hz
  rw [zero_mul] at hn
  have e := sub_eq_zero.1 (norm_le_zero_iff.1 hn)
  simp only [mul_zero, Real.exp_zero, mul_one] at e
  exact e

/-- If `d exp(κz) - c exp(-κz)` with `κ > 0` stays bounded for `z ≤ 0`, then `c = 0`. -/
theorem no_growing_part {κ c d M : ℝ} (hκ : 0 < κ)
    (hu : ∀ z ∈ Iic (0 : ℝ), |d * Real.exp (κ * z) - c * Real.exp (-κ * z)| ≤ M) : c = 0 := by
  by_contra hc
  have hc' : 0 < |c| := abs_pos.2 hc
  have hM : 0 ≤ M := (abs_nonneg _).trans (hu 0 (mem_Iic.2 le_rfl))
  -- a depth at which the growing part exceeds the bound
  obtain ⟨y, hy0, hy⟩ : ∃ y, 0 ≤ y ∧ |c| * (κ * y) = M + |d| :=
    ⟨(M + |d|) / (|c| * κ), div_nonneg (add_nonneg hM (abs_nonneg d)) (mul_pos hc' hκ).le, by
      have h1 := hc'.ne'
      have h2 := hκ.ne'
      field_simp⟩
  obtain ⟨h1, h2⟩ := abs_le.1 (hu (-y) (mem_Iic.2 (by linarith)))
  have he : Real.exp (κ * -y) ≤ 1 := Real.exp_le_one_iff.2 (by nlinarith [mul_nonneg hκ.le hy0])
  have hde : |d * Real.exp (κ * -y)| ≤ |d| := by
    rw [abs_mul, abs_of_pos (Real.exp_pos _)]
    exact mul_le_of_le_one_right (abs_nonneg d) he
  obtain ⟨h3, h4⟩ := abs_le.1 hde
  have h5 : |c * Real.exp (-κ * -y)| ≤ M + |d| := abs_le.2 ⟨by linarith, by linarith⟩
  rw [abs_mul, abs_of_pos (Real.exp_pos _)] at h5
  have h6 := mul_le_mul_of_nonneg_left (Real.add_one_le_exp (-κ * -y)) hc'.le
  have h7 : |c| * (-κ * -y + 1) = |c| * (κ * y) + |c| := by ring
  linarith

/-- For `a, b, q > 0` every substrate potential is `f(0) exp(q √(a/b) z)`, and its normal
displacement at the surface is fixed by `b g(0) = q √(ab) f(0)`. -/
theorem mode_eq {a b q : ℝ} {f g : ℝ → ℝ} (ha : 0 < a) (hb : 0 < b) (hq : 0 < q)
    (h : SubstrateMode a b q f g) :
    (∀ z ∈ Iic (0 : ℝ), f z = f 0 * Real.exp (q * √(a / b) * z)) ∧
      b * g 0 = q * √(a * b) * f 0 := by
  have hs : √(a * b) = b * √(a / b) := by
    have e : a * b = b ^ 2 * (a / b) := by field_simp
    rw [e, Real.sqrt_mul (sq_nonneg b), Real.sqrt_sq hb.le]
  have hκ : 0 < q * √(a / b) := mul_pos hq (Real.sqrt_pos.2 (div_pos ha hb))
  have hσ : b * (q * √(a / b)) ^ 2 = a * q ^ 2 := by
    rw [mul_pow, Real.sq_sqrt (div_pos ha hb).le]
    field_simp
  rw [hs]
  generalize hk : q * √(a / b) = κ at hκ hσ ⊢
  have hp : 0 < 2 * b * κ := by positivity
  have key : ∀ z ∈ Iic (0 : ℝ), 2 * b * κ * f z =
      (b * g 0 - b * (-κ) * f 0) * Real.exp (κ * z)
        - (b * g 0 - b * κ * f 0) * Real.exp (-κ * z) := by
    intro z hz
    have h1 := first_integral h hσ hz
    have h2 := first_integral (σ := -κ) h (by rw [neg_sq]; exact hσ) hz
    have hE : Real.exp (κ * z) * Real.exp (-κ * z) = 1 := by
      rw [← Real.exp_add, show κ * z + -κ * z = 0 by ring, Real.exp_zero]
    linear_combination Real.exp (κ * z) * h2 - Real.exp (-κ * z) * h1 - 2 * b * κ * f z * hE
  obtain ⟨M, hM⟩ := h.bounded
  have hc : b * g 0 - b * κ * f 0 = 0 := by
    refine no_growing_part (d := b * g 0 - b * (-κ) * f 0) (M := 2 * b * κ * M) hκ ?_
    intro z hz
    rw [← key z hz, abs_mul, abs_of_pos hp]
    exact mul_le_mul_of_nonneg_left (hM z hz) hp.le
  refine ⟨fun z hz => mul_left_cancel₀ hp.ne' ?_, ?_⟩
  · linear_combination key z hz + (Real.exp (κ * z) - Real.exp (-κ * z)) * hc
  · linear_combination hc - b * f 0 * hk

/-- For `a, b, q > 0` the substrate reflects with amplitude `r` exactly when
`r = (√(ab) - 1)/(√(ab) + 1)`. -/
theorem reflects_iff {a b q r : ℝ} (ha : 0 < a) (hb : 0 < b) (hq : 0 < q) :
    Reflects a b q r ↔ r = imageFactor √(a * b) := by
  have hs : 0 < √(a * b) := Real.sqrt_pos.2 (mul_pos ha hb)
  have hv0 : vacuumPotential q r 0 = 1 - r := by simp [vacuumPotential]
  have hv1 : deriv (vacuumPotential q r) 0 = q * (1 + r) := by
    have h : HasDerivAt (vacuumPotential q r)
        (q * Real.exp (q * 0) - r * (-q * Real.exp (-q * 0))) 0 :=
      (hasDerivAt_expWave q 0).sub ((hasDerivAt_expWave (-q) 0).const_mul r)
    rw [h.deriv]
    simp only [mul_zero, Real.exp_zero]
    ring
  have hr : r = imageFactor √(a * b) ↔ 1 + r = √(a * b) * (1 - r) := by
    rw [imageFactor, eq_div_iff (by positivity)]
    constructor <;> intro h <;> linarith
  rw [hr]
  constructor
  · rintro ⟨f, g, h, h0, h1⟩
    have h2 := (mode_eq ha hb hq h).2
    rw [h1, h0, hv0, hv1] at h2
    exact mul_left_cancel₀ hq.ne' (by linear_combination h2)
  · intro h
    -- the decaying exponential with amplitude 1 - r realises the matching
    have hκ : 0 < q * √(a / b) := mul_pos hq (Real.sqrt_pos.2 (div_pos ha hb))
    have hσ : b * (q * √(a / b)) ^ 2 = a * q ^ 2 := by
      rw [mul_pow, Real.sq_sqrt (div_pos ha hb).le]
      field_simp
    have hmode : SubstrateMode a b q (fun z => (1 - r) * Real.exp (q * √(a / b) * z))
        (fun z => (1 - r) * (q * √(a / b) * Real.exp (q * √(a / b) * z))) := by
      generalize q * √(a / b) = κ at hκ hσ ⊢
      refine ⟨fun z _ => ((hasDerivAt_expWave κ z).const_mul (1 - r)).hasDerivWithinAt,
        fun z _ => ?_, |1 - r|, fun z hz => ?_⟩
      · have hd := (((hasDerivAt_expWave κ z).const_mul κ).const_mul (1 - r)).const_mul b
        exact (hd.congr_deriv
          (by linear_combination (1 - r) * Real.exp (κ * z) * hσ)).hasDerivWithinAt
      · rw [abs_mul, abs_of_pos (Real.exp_pos _)]
        exact mul_le_of_le_one_right (abs_nonneg _)
          (Real.exp_le_one_iff.2 (mul_nonpos_of_nonneg_of_nonpos hκ.le (mem_Iic.1 hz)))
    refine ⟨_, _, hmode, by simp [hv0], ?_⟩
    have h2 := (mode_eq ha hb hq hmode).2
    simp only [mul_zero, Real.exp_zero, mul_one] at h2 ⊢
    rw [hv1]
    linear_combination h2 - q * h

/-- An isotropic substrate of permittivity `ε > 0` reflects like the layered one with
`a, b > 0`, at `q > 0`, exactly when `ε = √(ab)`. -/
theorem isotropic_equivalent {a b q r ε : ℝ} (ha : 0 < a) (hb : 0 < b) (hq : 0 < q)
    (hε : 0 < ε) (h : Reflects a b q r) : Reflects ε ε q r ↔ ε = √(a * b) := by
  have hs : 0 < √(a * b) := Real.sqrt_pos.2 (mul_pos ha hb)
  rw [reflects_iff hε hε hq, (reflects_iff ha hb hq).1 h, Real.sqrt_mul_self hε.le,
    imageFactor, imageFactor, div_eq_div_iff (by positivity) (by positivity)]
  constructor <;> intro h <;> linarith

/-- For `a, b, q > 0`, replacing the layered substrate by an isotropic one of permittivity
`(2a + b)/3` underestimates the reflection amplitude exactly when `a < b < 4a`. -/
theorem average_underestimates_iff {a b q r r' : ℝ} (ha : 0 < a) (hb : 0 < b) (hq : 0 < q)
    (h : Reflects a b q r) (h' : Reflects ((2 * a + b) / 3) ((2 * a + b) / 3) q r') :
    r' < r ↔ a < b ∧ b < 4 * a := by
  have hs : 0 < √(a * b) := Real.sqrt_pos.2 (mul_pos ha hb)
  have hm : 0 < (2 * a + b) / 3 := by positivity
  -- the reflection factor increases with the permittivity
  have hmono : r' < r ↔ (2 * a + b) / 3 < √(a * b) := by
    rw [(reflects_iff ha hb hq).1 h, (reflects_iff hm hm hq).1 h', Real.sqrt_mul_self hm.le,
      imageFactor, imageFactor, div_lt_div_iff₀ (by linarith) (by linarith)]
    constructor <;> intro h <;> nlinarith
  rw [hmono, Real.lt_sqrt hm.le]
  constructor
  · intro h
    constructor
    · by_contra hab
      have hab' := not_lt.1 hab
      nlinarith [mul_nonneg (sub_nonneg.2 hab') (show 0 ≤ 4 * a - b by linarith)]
    · by_contra hab
      have hab' := not_lt.1 hab
      nlinarith [mul_nonneg (sub_nonneg.2 hab') (show 0 ≤ b - a by linarith)]
  · rintro ⟨h1, h2⟩
    nlinarith [mul_pos (sub_pos.2 h1) (sub_pos.2 h2)]

/-- For `a, b, q > 0`, the isotropic substrate of permittivity `(2a + b)/3` has the reflection
amplitude of the layered one exactly when `b = a` or `b = 4a`. -/
theorem average_exact_iff {a b q r : ℝ} (ha : 0 < a) (hb : 0 < b) (hq : 0 < q)
    (h : Reflects a b q r) :
    Reflects ((2 * a + b) / 3) ((2 * a + b) / 3) q r ↔ b = a ∨ b = 4 * a := by
  have hm : 0 < (2 * a + b) / 3 := by positivity
  rw [isotropic_equivalent ha hb hq hm h]
  constructor
  · intro e
    have h2 : ((2 * a + b) / 3) ^ 2 = a * b := by rw [e, Real.sq_sqrt (mul_pos ha hb).le]
    have h3 : (b - a) * (b - 4 * a) = 0 := by linear_combination 9 * h2
    rcases mul_eq_zero.1 h3 with h4 | h4
    · exact Or.inl (by linarith)
    · exact Or.inr (by linarith)
  · intro e
    have h2 : a * b = ((2 * a + b) / 3) ^ 2 := by
      rcases e with e | e <;> rw [e] <;> ring
    rw [h2, Real.sqrt_sq hm.le]

end

end LayeredSubstrate
```

```lean
#print axioms LayeredSubstrate.average_underestimates_iff
#print axioms LayeredSubstrate.average_exact_iff
```

```
'LayeredSubstrate.average_underestimates_iff' depends on axioms: [propext, Classical.choice, Quot.sound]
'LayeredSubstrate.average_exact_iff' depends on axioms: [propext, Classical.choice, Quot.sound]
```

The lemma `first_integral` is the conserved bracket. The product rule gives its derivative, `linear_combination` reduces this to zero using $b\sigma^2=aq^2$, and a mean-value inequality on the convex half-line, with slope bound zero, makes the bracket constant.

`no_growing_part` removes $c$ without taking a limit. If $c\ne0$, it picks a depth $y$ with $|c|\kappa y=M+|d|$, where $M$ is the assumed bound. Since $e^{\kappa y}\ge 1+\kappa y$, the growing term is at least $M+|d|+|c|$ there, whereas the bound allows it at most $M+|d|$.

`mode_eq` uses `first_integral` for both signs of $\sigma$. The step named `key` is the formula for $2b\kappa f(z)$, and `no_growing_part` then yields $c=0$, from which the exponential profile and the surface displacement follow.

In `reflects_iff`, `hv0` and `hv1` evaluate the vacuum side as $1-r$ and $q(1+r)$, and `hr` rewrites the formula for $r$ as $1+r=\sqrt{ab}\,(1-r)$. One direction inserts `mode_eq` into the matching conditions. The other checks that $(1-r)e^{\kappa z}$ is a `SubstrateMode`, bounded by $|1-r|$, and obtains its displacement from `mode_eq` again.

The comparison theorem first proves `hmono`, the reduction to $(2a+b)/3<\sqrt{ab}$, and squares it with `Real.lt_sqrt`. The `nlinarith` calls then do the sign analysis of $(b-a)(b-4a)$: they receive the product of the two factors, with signs arranged for each case $b\le a$, $b\ge4a$ or $a<b<4a$. For equality, `average_exact_iff` starts from `isotropic_equivalent`, squares, and sets the same product to zero.
